# For $E>c^2$, $cAB=1/\pi$ fixes the amplitude of an asymptotic Dirac wave

Use units with $\hbar=m=1$, where $m$ is the electron mass. Let $c$ be the speed of light and $E$ the energy of the electron, rest energy included, and take first $c=1$ and $E=5/4$. Far from the atom, the terms with the potential $V$ and with $\kappa/r$, where $\kappa$ is the relativistic angular quantum number, are dropped. The radial Dirac equations for the large component $P$ and the small component $Q$ then become $P'=\tfrac94Q$ and $Q'=-\tfrac14P$. They are solved by $P=A\sin(\tfrac34r)$, $Q=\tfrac A3\cos(\tfrac34r)$. With $B=A/3$, the energy-normalisation condition $cAB=1/\pi$ gives $A^2=3/\pi$.

For general $E>c^2$ and $pc=\sqrt{E^2-c^4}$, I expect every solution to be such a sine–cosine pair, up to a common phase shift, and the condition $cAB=1/\pi$ to give $A^2=(E+c^2)/(\pi c^2p)$. Can this be made rigorous and machine-checked, and can the $1/\pi$ be given a meaning without a delta function?

## Amplitude ratio, mean density and $dp/dE$

Yes, for the asymptotic system
$$P'=\frac{E+c^2}{c}\,Q,\qquad Q'=-\frac{E-c^2}{c}\,P .$$
Put $t=cp/(E+c^2)$. Since $c^2p^2=(E-c^2)(E+c^2)$, we have $(E+c^2)t/c=p$ and $(E-c^2)/c=pt$. Define
$$u=tP\cos pr-Q\sin pr,\qquad v=tP\sin pr+Q\cos pr .$$
Differentiating and inserting the equations gives
$$u'=\Big(\tfrac{E+c^2}{c}t-p\Big)Q\cos pr+\Big(\tfrac{E-c^2}{c}-pt\Big)P\sin pr=0,$$
and $v'=0$ in the same way. So $u=tP(0)$ and $v=Q(0)$. Inverting the rotation,
$$tP=u\cos pr+v\sin pr,\qquad Q=v\cos pr-u\sin pr .$$
Writing $P(0)=A\sin\delta$ and $Q(0)/t=A\cos\delta$ yields
$$P=A\sin(pr+\delta),\qquad Q=B\cos(pr+\delta),\qquad B=tA .$$
Hence $cAB=A^2c^2p/(E+c^2)$, which equals $1/\pi$ exactly when $A^2=(E+c^2)/(\pi c^2p)$.

For the density, let $\theta=pr+\delta$. An antiderivative of $P^2+Q^2$ is
$$\frac{A^2+B^2}{2}\,r-\frac{A^2-B^2}{2p}\sin\theta\cos\theta .$$
The second term is bounded, so the mean over $[0,R]$ tends to $(A^2+B^2)/2$. From $t^2=(E-c^2)/(E+c^2)$ and $dp/dE=E/(c^2p)$,
$$\frac{A^2+B^2}{2}=\frac{A^2E}{E+c^2}=\frac{dp}{dE}\,cAB .$$
Thus $cAB=1/\pi$ means a mean density of $(dp/dE)/\pi$. Physically, this is the mean density $1/R$ of a normalised state in a box of length $R$, times the number of box states per unit energy, which is $(R/\pi)\,dp/dE$ to leading order for large $R$.

## What the Lean statements say

`AsymptoticDirac c E P Q` says that the two equations hold at every real $r$, with no boundary condition at the origin. `momentum c E` is $p$ and `spinorRatio c E` is $t$; `sineWave` and `cosineWave` are the two components. The hypotheses `hc` and `hE` are $c>0$ and $E>c^2$; every theorem except `mean_density` assumes both, even where its docstring does not repeat them.

`asymptotic_form` gives the shape of every solution, with $A\ge0$, and `wave_solves` is the converse. `energy_normalization` takes a sine–cosine pair that solves the system and proves both equivalences; `energy_normalization_witness` supplies a normalised wave for each $\delta$.

The condition $cAB=1/\pi$ stands for normalisation to $\delta(E-E')$, which is not derived here. Nor is it proved that solutions of the radial equations with $V$ and $\kappa/r$ kept approach such waves at large $r$. With a Coulomb tail they do not approach a wave with constant $\delta$, because the phase contains a term proportional to $\ln r$.

```lean
import Mathlib

open Filter Topology
open scoped Real

namespace DiracContinuumNormalization

noncomputable section

/-- Asymptotic momentum `p = √(E² - c⁴) / c` at total energy `E` (rest energy included). -/
def momentum (c E : ℝ) : ℝ := Real.sqrt (E ^ 2 - c ^ 4) / c

/-- The ratio `c p / (E + c²)` formed from momentum and energy. -/
def spinorRatio (c E : ℝ) : ℝ := c * momentum c E / (E + c ^ 2)

/-- The radial Dirac equations with the terms `κ/r` and `V` dropped. -/
def AsymptoticDirac (c E : ℝ) (P Q : ℝ → ℝ) : Prop :=
  ∀ r, HasDerivAt P ((E + c ^ 2) / c * Q r) r ∧ HasDerivAt Q (-((E - c ^ 2) / c) * P r) r

/-- The wave `A sin(k r + δ)`. -/
def sineWave (A k δ : ℝ) : ℝ → ℝ := fun r => A * Real.sin (k * r + δ)

/-- The wave `B cos(k r + δ)`. -/
def cosineWave (B k δ : ℝ) : ℝ → ℝ := fun r => B * Real.cos (k * r + δ)

/-- Above the rest energy the momentum is positive and obeys `(c p)² = E² - c⁴`. -/
theorem momentum_pos_and_sq {c E : ℝ} (hc : 0 < c) (hE : c ^ 2 < E) :
    0 < momentum c E ∧ (c * momentum c E) ^ 2 = E ^ 2 - c ^ 4 := by
  have h : 0 < E ^ 2 - c ^ 4 := by
    have h1 : 0 < E + c ^ 2 := by nlinarith [sq_nonneg c]
    have h2 := mul_pos (sub_pos.2 hE) h1
    nlinarith
  refine ⟨div_pos (Real.sqrt_pos.2 h) hc, ?_⟩
  have h3 : c * momentum c E = Real.sqrt (E ^ 2 - c ^ 4) := by
    unfold momentum
    field_simp
  rw [h3, Real.sq_sqrt h.le]

/-- The momentum changes with energy at the rate `dp/dE = E / (c² p)`. -/
theorem hasDerivAt_momentum {c E : ℝ} (hc : 0 < c) (hE : c ^ 2 < E) :
    HasDerivAt (momentum c) (E / (c ^ 2 * momentum c E)) E := by
  obtain ⟨hp, hsq⟩ := momentum_pos_and_sq hc hE
  have h : 0 < E ^ 2 - c ^ 4 := by rw [← hsq]; positivity
  have h1 : HasDerivAt (fun x : ℝ => x ^ 2 - c ^ 4) (2 * E) E :=
    ((hasDerivAt_pow 2 E).sub_const (c ^ 4)).congr_deriv (by norm_num)
  have key : ∀ s : ℝ, s ≠ 0 → 2 * E / (2 * s) / c = E / (c ^ 2 * (s / c)) := by
    intro s hs
    field_simp
  exact ((h1.sqrt h.ne').div_const c).congr_deriv (key _ (Real.sqrt_pos.2 h).ne')

private lemma ratio_rel {c E : ℝ} (hc : 0 < c) (hE : c ^ 2 < E) :
    (E + c ^ 2) * spinorRatio c E = c * momentum c E ∧
      c * momentum c E * spinorRatio c E = E - c ^ 2 := by
  have hs : E + c ^ 2 ≠ 0 := by nlinarith [sq_nonneg c]
  have hsq := (momentum_pos_and_sq hc hE).2
  unfold spinorRatio
  constructor
  · field_simp
  · rw [← mul_div_assoc, div_eq_iff hs]
    linear_combination hsq

private lemma coeff_rel {c E : ℝ} (hc : 0 < c) (hE : c ^ 2 < E) :
    (E + c ^ 2) / c * spinorRatio c E = momentum c E ∧
      (E - c ^ 2) / c = momentum c E * spinorRatio c E := by
  obtain ⟨r1, r2⟩ := ratio_rel hc hE
  constructor
  · rw [div_mul_eq_mul_div, div_eq_iff hc.ne']
    linarith
  · rw [div_eq_iff hc.ne']
    linarith

private lemma phase_deriv (k δ r : ℝ) : HasDerivAt (fun x : ℝ => k * x + δ) k r :=
  (((hasDerivAt_id' r).const_mul k).add_const δ).congr_deriv (mul_one k)

/-- Above the rest energy, a sine wave `P` and a cosine wave `Q` of momentum `p`, with a common
phase and amplitudes in the ratio `1 : c p / (E + c²)`, solve the asymptotic Dirac equations. -/
theorem wave_solves {c E : ℝ} (hc : 0 < c) (hE : c ^ 2 < E) (A δ : ℝ) :
    AsymptoticDirac c E (sineWave A (momentum c E) δ)
      (cosineWave (spinorRatio c E * A) (momentum c E) δ) := by
  obtain ⟨h1, h2⟩ := coeff_rel hc hE
  intro r
  have h := phase_deriv (momentum c E) δ r
  constructor
  · refine (h.sin.const_mul A).congr_deriv ?_
    simp only [cosineWave]
    linear_combination (-(A * Real.cos (momentum c E * r + δ))) * h1
  · refine (h.cos.const_mul (spinorRatio c E * A)).congr_deriv ?_
    simp only [sineWave]
    linear_combination (A * Real.sin (momentum c E * r + δ)) * h2

/-- Every solution of the asymptotic Dirac equations above the rest energy is a sine wave in `P`
and a cosine wave in `Q` with a common phase and amplitude ratio `c p / (E + c²)`. -/
theorem asymptotic_form {c E : ℝ} (hc : 0 < c) (hE : c ^ 2 < E) {P Q : ℝ → ℝ}
    (hs : AsymptoticDirac c E P Q) :
    ∃ A δ : ℝ, 0 ≤ A ∧ P = sineWave A (momentum c E) δ ∧
      Q = cosineWave (spinorRatio c E * A) (momentum c E) δ := by
  obtain ⟨h1, h2⟩ := coeff_rel hc hE
  have hp := (momentum_pos_and_sq hc hE).1
  have ht : 0 < spinorRatio c E :=
    div_pos (mul_pos hc hp) (by nlinarith [sq_nonneg c])
  generalize spinorRatio c E = t at *
  generalize momentum c E = p at *
  have lin : ∀ r, HasDerivAt (fun x : ℝ => p * x) p r := fun r =>
    ((hasDerivAt_id' r).const_mul p).congr_deriv (mul_one p)
  -- Rotating the pair by the angle `p r` gives two constants of motion.
  have du : ∀ r, HasDerivAt (fun x => t * P x * Real.cos (p * x) - Q x * Real.sin (p * x)) 0 r :=
    fun r => ((((hs r).1.const_mul t).fun_mul (lin r).cos).fun_sub
      ((hs r).2.fun_mul (lin r).sin)).congr_deriv (by
        linear_combination Q r * Real.cos (p * r) * h1 + P r * Real.sin (p * r) * h2)
  have dv : ∀ r, HasDerivAt (fun x => t * P x * Real.sin (p * x) + Q x * Real.cos (p * x)) 0 r :=
    fun r => ((((hs r).1.const_mul t).fun_mul (lin r).sin).fun_add
      ((hs r).2.fun_mul (lin r).cos)).congr_deriv (by
        linear_combination Q r * Real.sin (p * r) * h1 - P r * Real.cos (p * r) * h2)
  have hu : ∀ r, t * P r * Real.cos (p * r) - Q r * Real.sin (p * r) = t * P 0 := fun r => by
    simpa using is_const_of_deriv_eq_zero (fun x => (du x).differentiableAt)
      (fun x => (du x).deriv) r 0
  have hv : ∀ r, t * P r * Real.sin (p * r) + Q r * Real.cos (p * r) = Q 0 := fun r => by
    simpa using is_const_of_deriv_eq_zero (fun x => (dv x).differentiableAt)
      (fun x => (dv x).deriv) r 0
  -- Amplitude and phase are the polar coordinates of the initial data.
  have hq : t * (Q 0 / t) = Q 0 := by field_simp
  have a1 := Complex.norm_mul_cos_arg (⟨Q 0 / t, P 0⟩ : ℂ)
  have a2 := Complex.norm_mul_sin_arg (⟨Q 0 / t, P 0⟩ : ℂ)
  refine ⟨‖(⟨Q 0 / t, P 0⟩ : ℂ)‖, Complex.arg ⟨Q 0 / t, P 0⟩, norm_nonneg _, ?_, ?_⟩
  · funext r
    apply mul_left_cancel₀ ht.ne'
    simp only [sineWave, Real.sin_add]
    linear_combination Real.cos (p * r) * hu r + Real.sin (p * r) * hv r
      - t * P r * Real.sin_sq_add_cos_sq (p * r) - t * Real.cos (p * r) * a2
      - t * Real.sin (p * r) * a1 - Real.sin (p * r) * hq
  · funext r
    simp only [cosineWave, Real.cos_add]
    linear_combination (-Real.sin (p * r)) * hu r + Real.cos (p * r) * hv r
      - Q r * Real.sin_sq_add_cos_sq (p * r) - t * Real.cos (p * r) * a1
      + t * Real.sin (p * r) * a2 - Real.cos (p * r) * hq

/-- For `k ≠ 0`, the density `P² + Q²` of the waves `P = A sin(k r + δ)` and `Q = B cos(k r + δ)`,
averaged over `[0, R]`, tends to `(A² + B²) / 2` as `R` grows. -/
theorem mean_density {k : ℝ} (hk : k ≠ 0) (A B δ : ℝ) :
    Tendsto (fun R : ℝ => (∫ r in (0 : ℝ)..R, (sineWave A k δ r ^ 2 + cosineWave B k δ r ^ 2)) / R)
      atTop (𝓝 ((A ^ 2 + B ^ 2) / 2)) := by
  obtain ⟨D, hD⟩ : ∃ D : ℝ, D * k = (A ^ 2 - B ^ 2) / 2 :=
    ⟨(A ^ 2 - B ^ 2) / 2 / k, by field_simp⟩
  let w : ℝ → ℝ := fun r => Real.sin (k * r + δ) * Real.cos (k * r + δ)
  have hF : ∀ r, HasDerivAt (fun x => (A ^ 2 + B ^ 2) / 2 * x - D * w x)
      (sineWave A k δ r ^ 2 + cosineWave B k δ r ^ 2) r := fun r => by
    have h := phase_deriv k δ r
    refine (((hasDerivAt_id' r).const_mul ((A ^ 2 + B ^ 2) / 2)).fun_sub
      ((h.sin.fun_mul h.cos).const_mul D)).congr_deriv ?_
    simp only [sineWave, cosineWave]
    linear_combination
      (-(Real.cos (k * r + δ) ^ 2 - Real.sin (k * r + δ) ^ 2)) * hD
      - (A ^ 2 + B ^ 2) / 2 * Real.sin_sq_add_cos_sq (k * r + δ)
  have hint : ∀ R : ℝ, (∫ r in (0 : ℝ)..R, (sineWave A k δ r ^ 2 + cosineWave B k δ r ^ 2))
      = (A ^ 2 + B ^ 2) / 2 * R + D * (w 0 - w R) := fun R => by
    rw [intervalIntegral.integral_eq_sub_of_hasDerivAt (fun x _ => hF x)
      (Continuous.intervalIntegrable (by unfold sineWave cosineWave; fun_prop) _ _)]
    ring
  -- The oscillating part stays bounded, so it disappears after division by `R`.
  have hw : ∀ r, -1 ≤ w r ∧ w r ≤ 1 := fun r => by
    have e := Real.sin_sq_add_cos_sq (k * r + δ)
    constructor
    · change -1 ≤ Real.sin (k * r + δ) * Real.cos (k * r + δ)
      nlinarith [sq_nonneg (Real.sin (k * r + δ) + Real.cos (k * r + δ))]
    · change Real.sin (k * r + δ) * Real.cos (k * r + δ) ≤ 1
      nlinarith [sq_nonneg (Real.sin (k * r + δ) - Real.cos (k * r + δ))]
  have hg : ∀ R, |D * (w 0 - w R)| ≤ |D| * 2 := fun R => by
    rw [abs_mul]
    refine mul_le_mul_of_nonneg_left (abs_le.2 ?_) (abs_nonneg D)
    constructor <;> linarith [(hw 0).1, (hw 0).2, (hw R).1, (hw R).2]
  have hlim : Tendsto (fun R : ℝ => |D| * 2 * R⁻¹) atTop (𝓝 0) := by
    simpa using (tendsto_inv_atTop_zero (𝕜 := ℝ)).const_mul (|D| * 2)
  have h0 : Tendsto (fun R : ℝ => D * (w 0 - w R) * R⁻¹) atTop (𝓝 0) := by
    refine squeeze_zero_norm' ?_ hlim
    filter_upwards [eventually_gt_atTop (0 : ℝ)] with R hR
    rw [Real.norm_eq_abs, abs_mul, abs_of_pos (inv_pos.2 hR)]
    exact mul_le_mul_of_nonneg_right (hg R) (inv_pos.2 hR).le
  have h1 := h0.const_add ((A ^ 2 + B ^ 2) / 2)
  rw [add_zero] at h1
  refine h1.congr' ?_
  filter_upwards [eventually_gt_atTop (0 : ℝ)] with R hR
  rw [hint R, eq_div_iff hR.ne', add_mul, mul_assoc _ R⁻¹, inv_mul_cancel₀ hR.ne', mul_one]

/-- If `A sin(p r + δ)` and `B cos(p r + δ)` solve the asymptotic Dirac equations above the rest
energy, then `B = c p A / (E + c²)`. -/
theorem amplitude_ratio {c E A B δ : ℝ} (hc : 0 < c) (hE : c ^ 2 < E)
    (hs : AsymptoticDirac c E (sineWave A (momentum c E) δ) (cosineWave B (momentum c E) δ)) :
    B = spinorRatio c E * A := by
  have hp := (momentum_pos_and_sq hc hE).1
  have hn : E + c ^ 2 ≠ 0 := by nlinarith [sq_nonneg c]
  -- Compare the two expressions for `P'` at a node of `P`.
  have h0 : momentum c E * (-δ / momentum c E) + δ = 0 := by
    rw [mul_div_cancel₀ _ hp.ne']
    ring
  have h := ((phase_deriv (momentum c E) δ (-δ / momentum c E)).sin.const_mul A).unique
    (hs (-δ / momentum c E)).1
  simp only [cosineWave, h0, Real.cos_zero, mul_one, one_mul] at h
  rw [div_mul_eq_mul_div, eq_div_iff hc.ne'] at h
  apply mul_left_cancel₀ hn
  linear_combination -h - A * (ratio_rel hc hE).1

/-- If `A sin(p r + δ)` and `B cos(p r + δ)` solve the asymptotic Dirac equations above the rest
energy, the condition `c A B = 1/π` is equivalent to `A² = (E + c²) / (π c² p)`, and also to a mean
density of `(dp/dE) / π`. -/
theorem energy_normalization {c E A B δ : ℝ} (hc : 0 < c) (hE : c ^ 2 < E)
    (hs : AsymptoticDirac c E (sineWave A (momentum c E) δ) (cosineWave B (momentum c E) δ)) :
    (c * A * B = 1 / π ↔ A ^ 2 = (E + c ^ 2) / (π * c ^ 2 * momentum c E)) ∧
    (c * A * B = 1 / π ↔
      Tendsto (fun R : ℝ => (∫ r in (0 : ℝ)..R, (sineWave A (momentum c E) δ r ^ 2
        + cosineWave B (momentum c E) δ r ^ 2)) / R) atTop (𝓝 (deriv (momentum c) E / π))) := by
  have hB := amplitude_ratio hc hE hs
  have hp := (momentum_pos_and_sq hc hE).1
  have hE0 : 0 < E := lt_of_le_of_lt (sq_nonneg c) hE
  have hn : 0 < E + c ^ 2 := by positivity
  have hpi := Real.pi_pos
  obtain ⟨r1, r2⟩ := ratio_rel hc hE
  constructor
  · have hK : 0 < c ^ 2 * momentum c E / (E + c ^ 2) := by positivity
    have e1 : c * A * B = A ^ 2 * (c ^ 2 * momentum c E / (E + c ^ 2)) := by
      rw [hB]
      unfold spinorRatio
      ring
    have e2 : 1 / π / (c ^ 2 * momentum c E / (E + c ^ 2))
        = (E + c ^ 2) / (π * c ^ 2 * momentum c E) := by
      field_simp
    rw [e1, ← eq_div_iff hK.ne', e2]
  · have hG : 0 < E / (c ^ 2 * momentum c E) := by positivity
    -- The mean density is `dp/dE` times `c A B`.
    have hM : (A ^ 2 + B ^ 2) / 2 = E / (c ^ 2 * momentum c E) * (c * A * B) := by
      rw [hB, div_mul_eq_mul_div E, eq_div_iff (by positivity)]
      linear_combination (c * A ^ 2 / 2) * (spinorRatio c E * r2 - r1)
    have hmean := mean_density hp.ne' A B δ
    rw [(hasDerivAt_momentum hc hE).deriv]
    constructor
    · intro h
      have e : E / (c ^ 2 * momentum c E) / π = (A ^ 2 + B ^ 2) / 2 := by
        rw [hM, h]
        ring
      rw [e]
      exact hmean
    · intro h
      have e := tendsto_nhds_unique h hmean
      apply mul_left_cancel₀ hG.ne'
      rw [← hM, ← e]
      ring

/-- The wave with `A = √((E + c²) / (π c² p))` and `B = c p A / (E + c²)` solves the asymptotic
Dirac equations and satisfies `c A B = 1/π`. -/
theorem energy_normalization_witness {c E : ℝ} (hc : 0 < c) (hE : c ^ 2 < E) (δ : ℝ) :
    let A := Real.sqrt ((E + c ^ 2) / (π * c ^ 2 * momentum c E))
    AsymptoticDirac c E (sineWave A (momentum c E) δ)
      (cosineWave (spinorRatio c E * A) (momentum c E) δ) ∧
      c * A * (spinorRatio c E * A) = 1 / π := by
  intro A
  have hp := (momentum_pos_and_sq hc hE).1
  have hE0 : 0 < E := lt_of_le_of_lt (sq_nonneg c) hE
  have hpi := Real.pi_pos
  have hs := wave_solves hc hE A δ
  exact ⟨hs, (energy_normalization hc hE hs).1.2 (Real.sq_sqrt (by positivity))⟩

end

end DiracContinuumNormalization
```

```lean
#print axioms DiracContinuumNormalization.asymptotic_form
#print axioms DiracContinuumNormalization.energy_normalization
```

```
'DiracContinuumNormalization.asymptotic_form' depends on axioms: [propext, Classical.choice, Quot.sound]
'DiracContinuumNormalization.energy_normalization' depends on axioms: [propext, Classical.choice, Quot.sound]
```

## How the proof follows the calculation

`ratio_rel` and `coeff_rel` hold the algebra of $t$. In `asymptotic_form`, `du` and `dv` are $u'=v'=0$, and `is_const_of_deriv_eq_zero` makes $u$ and $v$ constant. The norm and argument of the complex number $Q(0)/t+iP(0)$ are $A$ and $\delta$; `linear_combination` then inverts the rotation.

`amplitude_ratio` recovers $B=tA$ for a given pair by comparing two values of $P'$ where $pr+\delta=0$. `mean_density` uses the antiderivative above and squeezes the bounded part, divided by $R$, to zero. In `energy_normalization`, `hM` is the identity with $dp/dE$, and `tendsto_nhds_unique` leads from the limit back to $cAB=1/\pi$.

## At threshold, and in a continuum-orbital code

At $E=c^2$ the wave form fails. For $c=1$ the system is $P'=2Q$, $Q'=0$, solved by $P=2r$, $Q=1$; this $P$ is unbounded, so it is no sine wave.

When light detaches an electron from a singly charged negative ion, the atom left behind is neutral and $V$ has no Coulomb tail. In a single-channel calculation one can then integrate outward until $|\kappa|/r$ is negligible beside $p$, and $|V|$ beside $E-c^2$. There $N=\sqrt{P^2+(Q/t)^2}$ is the unnormalised amplitude, and multiplying both components by $\sqrt{(E+c^2)/(\pi c^2p)}\,/N$ normalises the orbital per unit energy.
